# Golden-Thompson inequality for Hermitian matrices: Tr exp(A+B) ≤ Re Tr(exp(A) exp(B))

Compare one Trotter slice with two. For Hermitian matrices A and B, put P = exp(A/2), Q = exp(B/2) and X = PQ. The matrix X − X† has a non-negative squared norm:

0 ≤ Tr (X − X†)†(X − X†) = 2 Tr X†X − 2 Re Tr X²

Since P and Q are Hermitian, X†X = QP²Q, and cyclicity of the trace gives

Re Tr (exp(A/2) exp(B/2))² ≤ Tr P²Q² = Tr exp(A) exp(B)

So two slices give at most the one-slice value. Repeated doubling leads down to Tr exp(A+B), with no assumption that A and B commute.

Read A = −βT and B = −βV, with β > 0 the inverse temperature, and T the kinetic and V the potential energy as Hermitian matrices in a finite orthonormal basis. Then Z = Tr exp(A+B) is the partition function of the matrix Hamiltonian T + V. In Lean these are `Matrix n n ℂ` with `n` a finite index type, `ᴴ` is the adjoint †, and `exp` is the true matrix exponential. Unbounded operators on continuous coordinates are not covered.

```lean
import Mathlib

open Matrix Filter Topology
open NormedSpace (exp)

namespace GoldenThompson

noncomputable section
```

## (a) Powers of two nearby propagators

**Task.** In a normed ring, let ‖X − 1‖ ≤ ε and ‖Y − 1‖ ≤ ε. Bound ‖X^m − Y^m‖ by m ‖1‖ (1+ε)^m ‖X − Y‖.

**Solution.** If ‖W − 1‖ ≤ ε, then ZW = Z + Z(W − 1) gives ‖ZW‖ ≤ ‖Z‖(1+ε), which is `step`. Hence ‖X^j‖ ≤ ‖1‖(1+ε)^j, which is `hpow`. Now split

X^(j+1) − Y^(j+1) = X^j (X − Y) + (X^j − Y^j) Y

If the bound holds for j, the right side has norm at most

‖1‖(1+ε)^j ‖X − Y‖ + j ‖1‖(1+ε)^(j+1) ‖X − Y‖ ≤ (j+1) ‖1‖(1+ε)^(j+1) ‖X − Y‖

The factor ‖1‖ stays because a general normed ring need not have ‖1‖ = 1.

```lean
/-- Telescoping estimate: if two one-step propagators are both within `ε` of the identity, their
`m`-step powers differ by at most `m` times the one-step difference, up to a growth factor. -/
theorem norm_pow_sub_pow_le {R : Type*} [NormedRing R] {X Y : R} {ε : ℝ}
    (hX : ‖X - 1‖ ≤ ε) (hY : ‖Y - 1‖ ≤ ε) (m : ℕ) :
    ‖X ^ m - Y ^ m‖ ≤ m * (‖(1 : R)‖ * (1 + ε) ^ m * ‖X - Y‖) := by
  have hε : 0 ≤ ε := (norm_nonneg _).trans hX
  have step : ∀ Z W : R, ‖W - 1‖ ≤ ε → ‖Z * W‖ ≤ ‖Z‖ * (1 + ε) := by
    intro Z W hW
    calc ‖Z * W‖ = ‖Z + Z * (W - 1)‖ := by rw [mul_sub, mul_one, add_sub_cancel]
      _ ≤ ‖Z‖ + ‖Z * (W - 1)‖ := norm_add_le _ _
      _ ≤ ‖Z‖ + ‖Z‖ * ε := add_le_add le_rfl
          ((norm_mul_le _ _).trans (mul_le_mul_of_nonneg_left hW (norm_nonneg _)))
      _ = ‖Z‖ * (1 + ε) := by ring
  have hpow : ∀ j : ℕ, ‖X ^ j‖ ≤ ‖(1 : R)‖ * (1 + ε) ^ j := by
    intro j
    induction j with
    | zero => simp
    | succ j ih =>
      rw [pow_succ, pow_succ, ← mul_assoc]
      exact (step _ _ hX).trans (mul_le_mul_of_nonneg_right ih (by linarith))
  induction m with
  | zero => simp
  | succ j ih =>
    have e : X ^ (j + 1) - Y ^ (j + 1) = X ^ j * (X - Y) + (X ^ j - Y ^ j) * Y := by
      rw [pow_succ, pow_succ, mul_sub, sub_mul]; abel
    have h1 : ‖X ^ (j + 1) - Y ^ (j + 1)‖ ≤ ‖X ^ j‖ * ‖X - Y‖ + ‖X ^ j - Y ^ j‖ * (1 + ε) := by
      rw [e]
      exact (norm_add_le _ _).trans (add_le_add (norm_mul_le _ _) (step _ _ hY))
    have h2 := mul_le_mul_of_nonneg_right (hpow j) (norm_nonneg (X - Y))
    have h3 := mul_le_mul_of_nonneg_right ih (show 0 ≤ 1 + ε by linarith)
    have hc : 0 ≤ ‖(1 : R)‖ * (1 + ε) ^ j * ‖X - Y‖ := by positivity
    have h4 := mul_nonneg hc hε
    push_cast
    rw [pow_succ (1 + ε)]
    linarith
```

## (b) Same generator, same limit

**Task.** Let f and g be functions of a real time with values in a real normed algebra. Let f(0) = g(0) = 1, and let both have the same derivative S at time zero. Show that f(1/m)^m − g(1/m)^m → 0.

**Solution.** Fix c > 0. For large m, both f(1/m) and g(1/m) differ from 1 + S/m by at most c/m (`small`), so

‖f(1/m) − g(1/m)‖ ≤ 2c/m

The same expansion with c = 1 puts both within ε = (1 + ‖S‖)/m of the identity (`near`), and (1+ε)^m ≤ exp(1 + ‖S‖). Part (a) then gives

‖f(1/m)^m − g(1/m)^m‖ ≤ 2cK, with K = ‖1‖ exp(1 + ‖S‖)

For a target δ > 0, the choice c = δ/(4(K+1)) makes this less than δ.

```lean
/-- Two short-time propagators that start at the identity with the same generator `S` agree after
`m` steps of length `1/m`, in the limit of many steps. -/
theorem propagators_agree {R : Type*} [NormedRing R] [NormedAlgebra ℝ R] {f g : ℝ → R} {S : R}
    (hf : HasDerivAt f S 0) (hg : HasDerivAt g S 0) (hf0 : f 0 = 1) (hg0 : g 0 = 1) :
    Tendsto (fun m : ℕ => f (m : ℝ)⁻¹ ^ m - g (m : ℝ)⁻¹ ^ m) atTop (𝓝 0) := by
  have hlim : Tendsto (fun m : ℕ => (m : ℝ)⁻¹) atTop (𝓝 0) :=
    tendsto_inv_atTop_zero.comp tendsto_natCast_atTop_atTop
  -- first-order expansion of a propagator at time 1/m
  have small : ∀ u : ℝ → R, HasDerivAt u S 0 → u 0 = 1 → ∀ c : ℝ, 0 < c →
      ∀ᶠ m : ℕ in atTop, ‖u (m : ℝ)⁻¹ - 1 - (m : ℝ)⁻¹ • S‖ ≤ c * (m : ℝ)⁻¹ := by
    intro u hu hu0 c hc
    filter_upwards [hlim.eventually ((hasDerivAt_iff_isLittleO.mp hu).def hc)] with m hm
    simp only [hu0, sub_zero] at hm
    rwa [Real.norm_of_nonneg (show (0 : ℝ) ≤ (m : ℝ)⁻¹ by positivity)] at hm
  rw [Metric.tendsto_nhds]
  intro δ hδ
  obtain ⟨K, hKdef⟩ : ∃ K, K = ‖(1 : R)‖ * Real.exp (1 + ‖S‖) := ⟨_, rfl⟩
  have hK : 0 ≤ K := by rw [hKdef]; positivity
  obtain ⟨c, hcdef⟩ : ∃ c, c = δ / (4 * (K + 1)) := ⟨_, rfl⟩
  have hc : 0 < c := by rw [hcdef]; positivity
  have hcK : c * (4 * (K + 1)) = δ := by
    rw [hcdef]; exact div_mul_cancel₀ _ (by positivity)
  filter_upwards [small f hf hf0 1 one_pos, small g hg hg0 1 one_pos, small f hf hf0 c hc,
    small g hg hg0 c hc, eventually_gt_atTop 0] with m f1 g1 fc gc hm
  have hm' : (m : ℝ) ≠ 0 := by exact_mod_cast hm.ne'
  have hq : (0 : ℝ) ≤ (m : ℝ)⁻¹ := by positivity
  have near : ∀ x : R, ‖x - 1 - (m : ℝ)⁻¹ • S‖ ≤ 1 * (m : ℝ)⁻¹ →
      ‖x - 1‖ ≤ (1 + ‖S‖) * (m : ℝ)⁻¹ := by
    intro x hx
    have h := norm_add_le (x - 1 - (m : ℝ)⁻¹ • S) ((m : ℝ)⁻¹ • S)
    rw [sub_add_cancel, norm_smul, Real.norm_of_nonneg hq] at h
    linarith
  have hd : ‖f (m : ℝ)⁻¹ - g (m : ℝ)⁻¹‖ ≤ 2 * c * (m : ℝ)⁻¹ := by
    have h := norm_sub_le (f (m : ℝ)⁻¹ - 1 - (m : ℝ)⁻¹ • S) (g (m : ℝ)⁻¹ - 1 - (m : ℝ)⁻¹ • S)
    rw [sub_sub_sub_cancel_right, sub_sub_sub_cancel_right] at h
    linarith
  have hexp : (1 + (1 + ‖S‖) * (m : ℝ)⁻¹) ^ m ≤ Real.exp (1 + ‖S‖) := by
    have h := Real.add_one_le_exp ((1 + ‖S‖) * (m : ℝ)⁻¹)
    calc (1 + (1 + ‖S‖) * (m : ℝ)⁻¹) ^ m ≤ Real.exp ((1 + ‖S‖) * (m : ℝ)⁻¹) ^ m :=
          pow_le_pow_left₀ (by positivity) (by linarith) m
      _ = Real.exp (1 + ‖S‖) := by
          rw [← Real.exp_nat_mul]; congr 1; field_simp
  rw [dist_zero_right]
  calc _ ≤ (m : ℝ) * (‖(1 : R)‖ * (1 + (1 + ‖S‖) * (m : ℝ)⁻¹) ^ m *
          ‖f (m : ℝ)⁻¹ - g (m : ℝ)⁻¹‖) := norm_pow_sub_pow_le (near _ f1) (near _ g1) m
    _ ≤ (m : ℝ) * (‖(1 : R)‖ * Real.exp (1 + ‖S‖) * (2 * c * (m : ℝ)⁻¹)) := by gcongr
    _ = 2 * c * K := by rw [hKdef]; field_simp
    _ < δ := by nlinarith [mul_nonneg hc.le hK]
```

## (c) A Cauchy-Schwarz type bound

**Task.** Show that 2 Re Tr XY ≤ Tr X†X + Tr YY† for square matrices.

**Solution.** For any M, Tr M†M = Σ |M_ji|² ≥ 0, summed over i and j (`pos`). Take M = X − Y†:

0 ≤ Tr X†X − Tr X†Y† − Tr YX + Tr YY†

The two middle traces are complex conjugates of each other, so together they subtract 2 Re Tr XY. The Lean statement takes real parts throughout, because traces there are complex numbers.

```lean
variable {n : Type*} [Fintype n] [DecidableEq n]

omit [DecidableEq n] in
/-- Cauchy-Schwarz type bound for traces: `2 Re Tr(XY) ≤ Tr(X†X) + Tr(YY†)`. -/
theorem two_re_trace_mul_le (X Y : Matrix n n ℂ) :
    2 * (trace (X * Y)).re ≤ (trace (Xᴴ * X)).re + (trace (Y * Yᴴ)).re := by
  have pos : ∀ M : Matrix n n ℂ, 0 ≤ (trace (Mᴴ * M)).re := by
    intro M
    rw [Matrix.trace, Complex.re_sum]
    refine Finset.sum_nonneg fun i _ => ?_
    rw [Matrix.diag_apply, Matrix.mul_apply, Complex.re_sum]
    refine Finset.sum_nonneg fun j _ => ?_
    simp only [conjTranspose_apply, Complex.star_def, Complex.mul_re, Complex.conj_re,
      Complex.conj_im]
    nlinarith [mul_self_nonneg (M j i).re, mul_self_nonneg (M j i).im]
  have h := pos (X - Yᴴ)
  have e : trace (Xᴴ * Yᴴ) = star (trace (X * Y)) := by
    rw [← conjTranspose_mul, trace_conjTranspose, trace_mul_comm Y X]
  simp only [conjTranspose_sub, conjTranspose_conjTranspose, Matrix.sub_mul, Matrix.mul_sub,
    trace_sub, Complex.sub_re, e, Complex.star_def, Complex.conj_re, trace_mul_comm Y X] at h
  linarith
```

## (d) Cyclicity for powers

**Task.** Show that Tr (PQ)^m = Tr (QP)^m.

**Solution.** For m = 0 both sides are Tr 1. Otherwise use P(QP)^m = (PQ)^m P, which Lean obtains from `SemiconjBy`:

Tr (PQ)^(m+1) = Tr (PQ)^m P Q = Tr P (QP)^m Q = Tr QP (QP)^m = Tr (QP)^(m+1)

```lean
/-- Cyclicity for powers: `Tr (PQ)^m = Tr (QP)^m`. -/
theorem trace_pow_comm (P Q : Matrix n n ℂ) (m : ℕ) :
    trace ((P * Q) ^ m) = trace ((Q * P) ^ m) := by
  cases m with
  | zero => simp
  | succ m =>
    have s : SemiconjBy P (Q * P) (P * Q) := (mul_assoc P Q P).symm
    have h : P * (Q * P) ^ m = (P * Q) ^ m * P := (s.pow_right m).eq
    calc trace ((P * Q) ^ (m + 1)) = trace ((P * Q) ^ m * P * Q) := by
          rw [pow_succ, mul_assoc ((P * Q) ^ m)]
      _ = trace (P * (Q * P) ^ m * Q) := by rw [h]
      _ = trace (Q * (P * (Q * P) ^ m)) := trace_mul_comm _ _
      _ = trace ((Q * P) ^ (m + 1)) := by rw [pow_succ', mul_assoc]
```

## (e) Merging half steps under the trace

**Task.** For Hermitian P and Q, show that Tr ((PQ)†(PQ))^m = Tr (P²Q²)^m.

**Solution.** Here (PQ)†(PQ) = Q·(PPQ). By (d), the leading Q may be moved to the end, which leaves PPQQ.

```lean
/-- For Hermitian `P` and `Q`, the powers of `(PQ)†(PQ)` and of `P²Q²` have equal traces. -/
theorem trace_gram_pow {P Q : Matrix n n ℂ} (hP : Pᴴ = P) (hQ : Qᴴ = Q) (m : ℕ) :
    trace (((P * Q)ᴴ * (P * Q)) ^ m) = trace ((P * P * (Q * Q)) ^ m) := by
  rw [conjTranspose_mul, hP, hQ, mul_assoc Q P, trace_pow_comm Q (P * (P * Q))]
  simp only [mul_assoc]
```

## (f) The trace inequality for powers of two

**Task.** Show that Re Tr X^(2^(k+1)) ≤ Re Tr (X†X)^(2^k) for every square X.

**Solution.** Write N = 2^k and prove two statements together by induction on k:

S: Re Tr X^(2N) ≤ Re Tr (X†X)^N for every X

D: Re Tr (PQ)^N ≤ Re Tr P^N Q^N for Hermitian P, Q

For k = 0, S is (c) with Y = X, and D is an equality.

For the next S, apply S to X², use cyclicity, then apply D to the Hermitian matrices X†X and XX†:

Re Tr X^(4N) ≤ Re Tr (X†X†XX)^N = Re Tr (X†X · XX†)^N ≤ Re Tr (X†X)^N (XX†)^N

By (c), the last expression is at most half of Re Tr (X†X)^(2N) + Re Tr (XX†)^(2N). These two terms are equal by (d), which gives the claim.

For the next D, apply S to PQ, then (e), then D to P² and Q²:

Re Tr (PQ)^(2N) ≤ Re Tr (P²Q²)^N ≤ Re Tr P^(2N) Q^(2N)

In Lean, `suffices H` introduces the pair, and `hS` and `hD` are its two halves.

```lean
/-- For every square matrix `X`, `Re Tr X^(2^(k+1)) ≤ Re Tr (X†X)^(2^k)`. -/
theorem re_trace_pow_le (k : ℕ) (X : Matrix n n ℂ) :
    (trace (X ^ 2 ^ (k + 1))).re ≤ (trace ((Xᴴ * X) ^ 2 ^ k)).re := by
  have dbl : ∀ (M : Matrix n n ℂ) (j : ℕ), (M * M) ^ 2 ^ j = M ^ 2 ^ (j + 1) := by
    intro M j
    rw [← pow_two M, ← pow_mul, ← pow_succ']
  -- the induction also carries a bound for products of two Hermitian matrices
  suffices H : (∀ X : Matrix n n ℂ,
      (trace (X ^ 2 ^ (k + 1))).re ≤ (trace ((Xᴴ * X) ^ 2 ^ k)).re) ∧
      (∀ P Q : Matrix n n ℂ, Pᴴ = P → Qᴴ = Q →
        (trace ((P * Q) ^ 2 ^ k)).re ≤ (trace (P ^ 2 ^ k * Q ^ 2 ^ k)).re) from H.1 X
  clear X
  induction k with
  | zero =>
    refine ⟨fun X => ?_, fun P Q _ _ => by simp⟩
    have h := two_re_trace_mul_le X X
    rw [trace_mul_comm X Xᴴ] at h
    rw [← dbl X 0, pow_zero, pow_one, pow_one]
    linarith
  | succ k ih =>
    obtain ⟨hS, hD⟩ := ih
    refine ⟨fun X => ?_, fun P Q hP hQ => ?_⟩
    · have hP : (Xᴴ * X)ᴴ = Xᴴ * X := by rw [conjTranspose_mul, conjTranspose_conjTranspose]
      have hQ : (X * Xᴴ)ᴴ = X * Xᴴ := by rw [conjTranspose_mul, conjTranspose_conjTranspose]
      have h1 := hS (X * X)
      have e1 : trace (((X * X)ᴴ * (X * X)) ^ 2 ^ k)
          = trace ((Xᴴ * X * (X * Xᴴ)) ^ 2 ^ k) := by
        rw [conjTranspose_mul, mul_assoc Xᴴ Xᴴ, trace_pow_comm Xᴴ (Xᴴ * (X * X))]
        simp only [mul_assoc]
      have h2 := hD _ _ hP hQ
      have h3 := two_re_trace_mul_le ((Xᴴ * X) ^ 2 ^ k) ((X * Xᴴ) ^ 2 ^ k)
      have e2 : 2 ^ k + 2 ^ k = 2 ^ (k + 1) := by ring
      rw [conjTranspose_pow, conjTranspose_pow, hP, hQ, ← pow_add, ← pow_add, e2,
        trace_pow_comm X Xᴴ] at h3
      rw [e1, dbl] at h1
      linarith
    · have h1 := hS (P * Q)
      rw [trace_gram_pow hP hQ] at h1
      have h2 := hD (P * P) (Q * Q) (by rw [conjTranspose_mul, hP])
        (by rw [conjTranspose_mul, hQ])
      rw [dbl, dbl] at h2
      exact h1.trans h2
```

## (g) Doubling the slices never raises the Trotter trace

The Trotter partition function with m slices is

Z_m = Re Tr (exp(A/m) exp(B/m))^m

```lean
/-- The Trotter partition function with `m` slices, `Re Tr (exp(A/m) exp(B/m))^m`, where `A` and
`B` stand for `-β` times the kinetic and the potential energy. -/
def trotterZ (A B : Matrix n n ℂ) (m : ℕ) : ℝ :=
  (trace ((exp ((m : ℝ)⁻¹ • A) * exp ((m : ℝ)⁻¹ • B)) ^ m)).re
```

**Task.** For Hermitian A and B and m = 2^k, show that Z_(2m) ≤ Z_m.

**Solution.** Set P = exp(A/2m) and Q = exp(B/2m). Both are Hermitian (`herm`), with P² = exp(A/m) and Q² = exp(B/m) (`half`). By (f) and (e),

Z_(2m) = Re Tr (PQ)^(2m) ≤ Re Tr ((PQ)†(PQ))^m = Re Tr (P²Q²)^m = Z_m

The comparison is between successive powers of two, not between arbitrary slice numbers.

```lean
/-- For Hermitian `A` and `B`, doubling the number of slices from `2^k` to `2^(k+1)` never raises
the Trotter partition function. -/
theorem trotterZ_doubling {A B : Matrix n n ℂ} (hA : A.IsHermitian) (hB : B.IsHermitian)
    (k : ℕ) : trotterZ A B (2 ^ (k + 1)) ≤ trotterZ A B (2 ^ k) := by
  have herm : ∀ (s : ℝ) (M : Matrix n n ℂ), M.IsHermitian → (exp (s • M))ᴴ = exp (s • M) := by
    intro s M hM
    rw [← Matrix.exp_conjTranspose, conjTranspose_smul, star_trivial, hM.eq]
  have hs : ((2 ^ (k + 1) : ℕ) : ℝ)⁻¹ + ((2 ^ (k + 1) : ℕ) : ℝ)⁻¹ = ((2 ^ k : ℕ) : ℝ)⁻¹ := by
    push_cast
    rw [pow_succ, mul_inv]
    ring
  -- two half steps make one full step
  have half : ∀ M : Matrix n n ℂ, exp (((2 ^ (k + 1) : ℕ) : ℝ)⁻¹ • M) *
      exp (((2 ^ (k + 1) : ℕ) : ℝ)⁻¹ • M) = exp (((2 ^ k : ℕ) : ℝ)⁻¹ • M) := by
    intro M
    rw [← Matrix.exp_add_of_commute _ _ (Commute.refl _), ← add_smul, hs]
  have h := re_trace_pow_le k (exp (((2 ^ (k + 1) : ℕ) : ℝ)⁻¹ • A) *
    exp (((2 ^ (k + 1) : ℕ) : ℝ)⁻¹ • B))
  rw [trace_gram_pow (herm _ A hA) (herm _ B hB), half, half] at h
  exact h
```

## (h) The Trotter product formula

**Task.** Show that (exp(A/m) exp(B/m))^m → exp(A+B) for any square complex A and B.

**Solution.** Take f(t) = exp(tA) exp(tB) and g(t) = exp(t(A+B)). Both equal 1 at t = 0, and by the product rule both have derivative A + B there. Part (b) applies, and g(1/m)^m = exp(A+B) for every m > 0. Hermiticity plays no role, and no rate of convergence is stated.

```lean
open scoped Matrix.Norms.Operator in
/-- Trotter product formula: `(exp(A/m) exp(B/m))^m` tends to `exp(A+B)` as the number of slices
`m` grows. -/
theorem trotter_formula (A B : Matrix n n ℂ) :
    Tendsto (fun m : ℕ => (exp ((m : ℝ)⁻¹ • A) * exp ((m : ℝ)⁻¹ • B)) ^ m) atTop
      (𝓝 (exp (A + B))) := by
  have hd : ∀ M : Matrix n n ℂ, HasDerivAt (fun t : ℝ => exp (t • M)) M 0 := by
    intro M
    have h := hasDerivAt_exp_smul_const M (0 : ℝ)
    simp only [zero_smul, NormedSpace.exp_zero, one_mul] at h
    exact h
  have hf : HasDerivAt (fun t : ℝ => exp (t • A) * exp (t • B)) (A + B) 0 := by
    have h := (hd A).mul (hd B)
    simp only [zero_smul, NormedSpace.exp_zero, mul_one, one_mul] at h
    exact h
  have h := (propagators_agree hf (hd (A + B)) (by simp) (by simp)).add_const (exp (A + B))
  rw [zero_add] at h
  refine h.congr' ?_
  filter_upwards [eventually_gt_atTop 0] with m hm
  have hm' : (m : ℝ) ≠ 0 := by exact_mod_cast hm.ne'
  have e : exp ((m : ℝ)⁻¹ • (A + B)) ^ m = exp (A + B) := by
    rw [← Matrix.exp_nsmul, ← Nat.cast_smul_eq_nsmul ℝ, smul_smul, mul_inv_cancel₀ hm', one_smul]
  rw [e, sub_add_cancel]
```

## (i) The exact trace never exceeds a 2^k-slice trace

**Task.** For Hermitian A and B, show that Re Tr exp(A+B) ≤ Z_(2^k) for every k.

**Solution.** By (g), the sequence Z_1, Z_2, Z_4, … never increases (`anti`). By (h) and continuity of the trace, it tends to Re Tr exp(A+B) (`lim`). A non-increasing sequence stays at or above its limit.

For a path-integral calculation in a finite, nonempty basis, this means that the primitive Trotter splitting with 2^k slices never underestimates the partition function Z = Tr exp(−β(T+V)) of the same finite matrices, and so, since β > 0, never overestimates their free energy −(1/β) ln Z. The error from truncating the basis is a separate matter that this bound does not control.

```lean
/-- For Hermitian `A` and `B`, the exact partition function `Re Tr exp(A+B)` is at most the Trotter
partition function with `2^k` slices, for every `k`. -/
theorem exact_le_trotterZ {A B : Matrix n n ℂ} (hA : A.IsHermitian) (hB : B.IsHermitian)
    (k : ℕ) : (trace (exp (A + B))).re ≤ trotterZ A B (2 ^ k) := by
  have anti : Antitone (fun k : ℕ => trotterZ A B (2 ^ k)) :=
    antitone_nat_of_succ_le (trotterZ_doubling hA hB)
  have cont : Continuous (fun M : Matrix n n ℂ => (trace M).re) :=
    Complex.continuous_re.comp continuous_id.matrix_trace
  have two : Tendsto (fun k : ℕ => 2 ^ k) atTop atTop :=
    tendsto_atTop_mono (fun k => (Nat.lt_two_pow_self (n := k)).le) tendsto_id
  -- with 2^k slices, the Trotter partition function tends to the exact one as k grows
  have lim : Tendsto (fun k : ℕ => trotterZ A B (2 ^ k)) atTop (𝓝 (trace (exp (A + B))).re) :=
    ((cont.tendsto _).comp (trotter_formula A B)).comp two
  exact anti.le_of_tendsto lim k
```

## (j) Golden-Thompson

**Task.** For Hermitian A and B, show that Tr exp(A+B) is real and at most Re Tr(exp(A) exp(B)).

**Solution.** The matrix exp(A+B) is Hermitian, so its trace equals its own complex conjugate and is real. The inequality is (i) with k = 0, since Z_1 = Re Tr(exp(A) exp(B)). The theorem `golden_thompson` states the two facts as a conjunction: zero imaginary part, and the inequality between real parts.

```lean
/-- Golden-Thompson inequality: for Hermitian `A` and `B`, `Tr exp(A+B)` is real and at most the
real part of `Tr(exp(A) exp(B))`. -/
theorem golden_thompson {A B : Matrix n n ℂ} (hA : A.IsHermitian) (hB : B.IsHermitian) :
    (trace (exp (A + B))).im = 0 ∧
      (trace (exp (A + B))).re ≤ (trace (exp A * exp B)).re := by
  constructor
  · have h : star (trace (exp (A + B))) = trace (exp (A + B)) := by
      rw [← trace_conjTranspose, ← Matrix.exp_conjTranspose, (hA.add hB).eq]
    exact Complex.conj_eq_iff_im.mp h
  · simpa [trotterZ] using exact_le_trotterZ hA hB 0

end

end GoldenThompson
```

```lean
#print axioms GoldenThompson.golden_thompson
-- 'GoldenThompson.golden_thompson' depends on axioms: [propext, Classical.choice, Quot.sound]
```
